# The unique T-matrix of a finite separable scatterer with invertible strength and secular matrices

## Definitions and conventions

Let $n$ be the number of basis functions or grid points and $m$ the number of projector channels. All matrices are complex, and $^\dagger$ is the conjugate transpose.

- $P$ is an $n\times m$ matrix with the projector functions as its columns. They need not be orthogonal, normalised or linearly independent.
- $L$ is the $m\times m$ matrix of strengths. It is assumed invertible, so $Lc\neq0$ for every nonzero vector $c$ of channel amplitudes.
- $G$ is an $n\times n$ matrix, the propagator of the reference system at one fixed energy. No symmetry or invertibility is assumed for it.

From these come the potential, the secular matrix and the transition matrix:

$$V = P L P^\dagger,\qquad K = L^{-1} - P^\dagger G P,\qquad T = P K^{-1} P^\dagger .$$

The last definition is used where $K$ is invertible. The sign convention is that of $T = V + VGT$, which goes with a propagator of the form $(E-H_0)^{-1}$ for a reference Hamiltonian $H_0$. Products are plain matrix products, so in this physical reading the basis is taken as orthonormal, and on a grid the quadrature weights must already be absorbed into the matrices.

## The identity and its solvability condition

If $L$ and $K$ are invertible, then $1-VG$ is invertible, and

$$X = V + VGX \quad\Longleftrightarrow\quad X = P\,(L^{-1}-P^\dagger G P)^{-1}P^\dagger .$$

For invertible $L$, the condition on $K$ is also necessary: if $K$ is singular, the equation has no solution at all. In that case the homogeneous equation $\psi = GV\psi$ has a nonzero solution.

## Where a code relies on it

The nonlocal part of a separable pseudopotential has the structure $PLP^\dagger$; any local part is then counted in the reference system. In a finite basis, and for non-interacting electrons at a fixed energy, the identity lets a scattering or embedding code replace an $n\times n$ solve with $1-VG$ by an $m\times m$ solve with $K$, once $P^\dagger GP$ is available.

To apply $T$ to a vector $b$, the code forms $c = P^\dagger b$, solves $Ky=c$ and returns $Py$. The full matrix $T$ need not be stored.

## Derivation

**The channel-space equation.** Multiplying $K$ by $L$ from the left gives

$$LK = 1 - L P^\dagger G P .$$

Multiplying by $K^{-1}$ from the right and rearranging gives

$$K^{-1} = L + L P^\dagger G P K^{-1}.$$

**Back to the full space.** With $P$ on the left and $P^\dagger$ on the right, this becomes

$$P K^{-1} P^\dagger = P L P^\dagger + (P L P^\dagger)\, G\, (P K^{-1} P^\dagger),$$

which is $T = V + VGT$.

**The determinant.** For an $n\times m$ matrix $A$ and an $m\times n$ matrix $B$, $\det(1-AB)=\det(1-BA)$, with unit matrices of the respective sizes. Taking $A=P$ and $B=LP^\dagger G$ gives

$$\det(1-VG) = \det(1-LP^\dagger GP) = \det(LK) = \det L\,\det K .$$

Both factors are nonzero, so $1-VG$ is invertible.

**Uniqueness.** The equation $X=V+VGX$ says that $(1-VG)X=V$. Since also $(1-VG)T=V$, cancelling the invertible factor gives $X=T$.

**Necessity of the condition on $K$.** Suppose that some $X$ solves the equation, with nothing assumed about $K$. Then

$$(1-VG)(1+XG) = 1 + (X - V - VGX)G = 1 .$$

A square matrix with a right inverse has a nonzero determinant. Hence $\det L\,\det K\neq 0$, and $K$ is invertible.

**The homogeneous equation.** The condition $\psi=GV\psi$ means $(1-GV)\psi=0$. A nonzero $\psi$ of this kind exists exactly when $\det(1-GV)=0$. This determinant equals $\det(1-VG)=\det L\,\det K$, and $\det L\neq0$, so the criterion is $\det K=0$.

**The Dyson equation.** Multiplying $T=V+VGT$ by $G$ on both sides and adding $G$ gives

$$G+GTG = G + GV(G+GTG).$$

**The optical identity.** Let $L$ be Hermitian. Then $V$ is Hermitian, and the adjoint equation reads $T^\dagger = V + T^\dagger G^\dagger V$. Inserting $T=V+VGT$ into $T^\dagger G^\dagger T$ gives

$$\begin{aligned}
T^\dagger G^\dagger T &= T^\dagger G^\dagger V + T^\dagger G^\dagger V\,GT\\
&= (T^\dagger - V) + (T^\dagger - V)GT\\
&= T^\dagger - V + T^\dagger GT - (T-V)\\
&= T^\dagger - T + T^\dagger G T .
\end{aligned}$$

Therefore $T-T^\dagger = T^\dagger(G-G^\dagger)T$.

## Two sites and one projector

Take $n=2$, $m=1$ and

$$P=\begin{pmatrix}1\\1\end{pmatrix},\qquad L=2,\qquad G=\begin{pmatrix}\tfrac12&0\\0&-\tfrac14\end{pmatrix}.$$

Then $P^\dagger GP=\tfrac14$ and $K=\tfrac12-\tfrac14=\tfrac14$. With $J$ the $2\times2$ matrix whose entries are all 1, $V=2J$ and $T=4J$. The equation checks out, because $JGJ=\tfrac14J$:

$$V+VGT = 2J + 8\,JGJ = 2J+2J = 4J .$$

The determinants agree as well:

$$\det(1-VG)=\det\begin{pmatrix}0&\tfrac12\\-1&\tfrac32\end{pmatrix}=\tfrac12 = 2\cdot\tfrac14 .$$

Raising the strength to $L=4$ makes $K=0$. Now $V=4J$, and the normalised vector $\psi=(2,-1)^{\mathsf T}/\sqrt5$ satisfies $GV\psi=\psi$. The equation for $X$ has no solution: multiplying it by $P^\dagger G$ from the left gives $P^\dagger GX = P^\dagger + P^\dagger GX$, which would require $P^\dagger=0$.

## The Lean file

```lean
import Mathlib

open Matrix

namespace SeparableScatterer

noncomputable section

variable {n m : Type*} [Fintype n] [DecidableEq n] [Fintype m] [DecidableEq m]

/-- The separable potential `V = P L Pᴴ`, with projector functions as the columns of `P`
and the strengths in the small matrix `L`. -/
def potential (P : Matrix n m ℂ) (L : Matrix m m ℂ) : Matrix n n ℂ :=
  P * L * Pᴴ

/-- The secular matrix `L⁻¹ - Pᴴ G P` in the small space of projector channels. -/
def secular (P : Matrix n m ℂ) (L : Matrix m m ℂ) (G : Matrix n n ℂ) : Matrix m m ℂ :=
  L⁻¹ - Pᴴ * G * P

/-- The transition matrix `T = P (L⁻¹ - Pᴴ G P)⁻¹ Pᴴ` of the separable scatterer. -/
def tMatrix (P : Matrix n m ℂ) (L : Matrix m m ℂ) (G : Matrix n n ℂ) : Matrix n n ℂ :=
  P * (secular P L G)⁻¹ * Pᴴ

variable (P : Matrix n m ℂ) (L : Matrix m m ℂ) (G : Matrix n n ℂ)

omit [DecidableEq n] in
/-- For invertible strengths, `L` times the secular matrix is `1 - L Pᴴ G P`. -/
theorem strength_mul_secular (hL : IsUnit L.det) :
    L * secular P L G = 1 - L * (Pᴴ * G * P) := by
  rw [secular, Matrix.mul_sub, Matrix.mul_nonsing_inv _ hL]

/-- For invertible strengths, the determinant of `1 - V G` in the full space is the determinant of
the strengths times that of the secular matrix. -/
theorem det_one_sub_potential_mul (hL : IsUnit L.det) :
    (1 - potential P L * G).det = L.det * (secular P L G).det := by
  calc (1 - potential P L * G).det = (1 - P * (L * (Pᴴ * G))).det := by
        simp only [potential, Matrix.mul_assoc]
    _ = (1 - L * (Pᴴ * G) * P).det := Matrix.det_one_sub_mul_comm _ _
    _ = (L * secular P L G).det := by
        rw [strength_mul_secular P L G hL]
        simp only [Matrix.mul_assoc]
    _ = L.det * (secular P L G).det := Matrix.det_mul _ _

/-- For invertible strengths and an invertible secular matrix, the transition matrix satisfies the
Lippmann-Schwinger equation `T = V + V G T`. -/
theorem lippmann_schwinger (hL : IsUnit L.det) (hK : IsUnit (secular P L G).det) :
    tMatrix P L G = potential P L + potential P L * G * tMatrix P L G := by
  -- the same equation in the small channel space
  have h : L = (secular P L G)⁻¹ - L * (Pᴴ * G * P) * (secular P L G)⁻¹ := by
    calc L = L * secular P L G * (secular P L G)⁻¹ := by
          rw [Matrix.mul_assoc, Matrix.mul_nonsing_inv _ hK, Matrix.mul_one]
      _ = _ := by rw [strength_mul_secular P L G hL, Matrix.sub_mul, Matrix.one_mul]
  have key : L + L * (Pᴴ * G * P) * (secular P L G)⁻¹ = (secular P L G)⁻¹ :=
    eq_sub_iff_add_eq.mp h
  -- carry it to the full space with the projectors
  calc tMatrix P L G = P * (L + L * (Pᴴ * G * P) * (secular P L G)⁻¹) * Pᴴ := by
        rw [key, tMatrix]
    _ = _ := by
        simp only [tMatrix, potential, Matrix.mul_add, Matrix.add_mul, Matrix.mul_assoc]

/-- For invertible strengths and an invertible secular matrix, `1 - V G` is invertible and
`T` is the one and only solution of the Lippmann-Schwinger equation. -/
theorem tMatrix_unique_solution (hL : IsUnit L.det) (hK : IsUnit (secular P L G).det) :
    IsUnit (1 - potential P L * G) ∧
      ∀ X : Matrix n n ℂ,
        X = potential P L + potential P L * G * X ↔ X = tMatrix P L G := by
  have hu : IsUnit (1 - potential P L * G) := by
    rw [Matrix.isUnit_iff_isUnit_det, det_one_sub_potential_mul P L G hL]
    exact hL.mul hK
  have hT := lippmann_schwinger P L G hL hK
  refine ⟨hu, fun X => ⟨fun hX => ?_, fun hX => ?_⟩⟩
  · -- both matrices are sent to `V` by the invertible factor `1 - V G`
    apply hu.mul_left_cancel
    rw [sub_mul, sub_mul, one_mul, one_mul]
    exact (sub_eq_of_eq_add hX).trans (sub_eq_of_eq_add hT).symm
  · rw [hX]
    exact hT

/-- For invertible strengths, the Lippmann-Schwinger equation of a separable scatterer has a
solution exactly when the secular matrix is invertible. -/
theorem solvable_iff_secular_invertible (hL : IsUnit L.det) :
    (∃ X : Matrix n n ℂ, X = potential P L + potential P L * G * X) ↔
      IsUnit (secular P L G).det := by
  constructor
  · rintro ⟨X, hX⟩
    -- any solution provides the inverse `1 + X G` of `1 - V G`
    have h : (1 - potential P L * G) * (1 + X * G) = 1 := by
      have e : (1 - potential P L * G) * (1 + X * G)
          = 1 + (X - (potential P L + potential P L * G * X)) * G := by noncomm_ring
      rw [e, sub_eq_zero.mpr hX, zero_mul, add_zero]
    have hd := Matrix.isUnit_det_of_right_inverse h
    rw [det_one_sub_potential_mul P L G hL] at hd
    exact isUnit_of_mul_isUnit_right hd
  · intro hK
    exact ⟨tMatrix P L G, lippmann_schwinger P L G hL hK⟩

/-- For invertible strengths, the homogeneous equation `ψ = G V ψ` has a nonzero solution exactly
when the determinant of the secular matrix vanishes. -/
theorem homogeneous_solution_iff (hL : IsUnit L.det) :
    (∃ ψ : n → ℂ, ψ ≠ 0 ∧ ψ = (G * potential P L) *ᵥ ψ) ↔ (secular P L G).det = 0 := by
  have hd : (1 - G * potential P L).det = L.det * (secular P L G).det := by
    rw [Matrix.det_one_sub_mul_comm, det_one_sub_potential_mul P L G hL]
  constructor
  · rintro ⟨ψ, h0, h⟩
    have hz : (1 - G * potential P L).det = 0 :=
      Matrix.exists_mulVec_eq_zero_iff.mp
        ⟨ψ, h0, by rw [Matrix.sub_mulVec, Matrix.one_mulVec]; exact sub_eq_zero.mpr h⟩
    rw [hd] at hz
    exact (mul_eq_zero.mp hz).resolve_left hL.ne_zero
  · intro h
    have hz : (1 - G * potential P L).det = 0 := by rw [hd, h, mul_zero]
    obtain ⟨ψ, h0, hψ⟩ := Matrix.exists_mulVec_eq_zero_iff.mpr hz
    rw [Matrix.sub_mulVec, Matrix.one_mulVec] at hψ
    exact ⟨ψ, h0, sub_eq_zero.mp hψ⟩

/-- For invertible strengths and an invertible secular matrix, `G + G T G` satisfies the Dyson
equation with the potential `V`. -/
theorem dyson_equation (hL : IsUnit L.det) (hK : IsUnit (secular P L G).det) :
    G + G * tMatrix P L G * G
      = G + G * potential P L * (G + G * tMatrix P L G * G) := by
  have hT := lippmann_schwinger P L G hL hK
  linear_combination (norm := noncomm_ring) G * hT * G

/-- Generalized optical theorem: for Hermitian invertible strengths and an invertible secular
matrix, `T - Tᴴ = Tᴴ (G - Gᴴ) T`. -/
theorem optical_theorem (hH : L.IsHermitian) (hL : IsUnit L.det)
    (hK : IsUnit (secular P L G).det) :
    tMatrix P L G - (tMatrix P L G)ᴴ
      = (tMatrix P L G)ᴴ * (G - Gᴴ) * tMatrix P L G := by
  have hV : (potential P L)ᴴ = potential P L := by
    simp only [potential, Matrix.conjTranspose_mul, Matrix.conjTranspose_conjTranspose,
      hH.eq, Matrix.mul_assoc]
  have hT := lippmann_schwinger P L G hL hK
  -- the adjoint Lippmann-Schwinger equation
  have hT' : (tMatrix P L G)ᴴ
      = potential P L + (tMatrix P L G)ᴴ * Gᴴ * potential P L := by
    have h := congrArg Matrix.conjTranspose hT
    simpa only [Matrix.conjTranspose_add, Matrix.conjTranspose_mul, hV,
      Matrix.mul_assoc] using h
  -- eliminate the potential between the two equations
  linear_combination (norm := noncomm_ring)
    hT - hT' + (tMatrix P L G)ᴴ * Gᴴ * hT - hT' * (G * tMatrix P L G)

end

end SeparableScatterer
```

```lean
#print axioms SeparableScatterer.tMatrix_unique_solution
#print axioms SeparableScatterer.solvable_iff_secular_invertible
#print axioms SeparableScatterer.dyson_equation
#print axioms SeparableScatterer.optical_theorem
```

```
'SeparableScatterer.tMatrix_unique_solution' depends on axioms: [propext, Classical.choice, Quot.sound]
'SeparableScatterer.solvable_iff_secular_invertible' depends on axioms: [propext, Classical.choice, Quot.sound]
'SeparableScatterer.dyson_equation' depends on axioms: [propext, Classical.choice, Quot.sound]
'SeparableScatterer.optical_theorem' depends on axioms: [propext, Classical.choice, Quot.sound]
```

## How the theorems read

The index types `n` and `m` are finite and otherwise arbitrary. There may be more channels than basis functions, and either set may be empty. The definitions `potential`, `secular` and `tMatrix` are $V$, $K$ and $T$, and `ᴴ` is the conjugate transpose.

The hypotheses `hL : IsUnit L.det` and `hK : IsUnit (secular P L G).det` say that the two determinants are nonzero. They ensure that the inverses in the formulas are true inverses, since Lean also assigns a value to the inverse of a singular matrix.

- `lippmann_schwinger` states $T=V+VGT$ under both hypotheses.
- `tMatrix_unique_solution` states that $1-VG$ is invertible and that, for every square matrix `X`, solving the equation is equivalent to being $T$.
- `solvable_iff_secular_invertible` needs only `hL`. It equates the existence of a solution with the invertibility of $K$.
- `homogeneous_solution_iff` also needs only `hL`. The vector `ψ` is required to be nonzero but not normalised, and `*ᵥ` is the product of a matrix with a vector.
- `dyson_equation` concerns $G+GTG$ and uses both hypotheses.
- `optical_theorem` adds `hH : L.IsHermitian`, which stands for a scatterer without absorption or gain. The propagator remains arbitrary.

## How the proofs follow the algebra

`strength_mul_secular` is the formula for $LK$. It distributes the product and replaces $LL^{-1}$ by 1.

`det_one_sub_potential_mul` is the determinant chain. Mathlib's `Matrix.det_one_sub_mul_comm` exchanges the factors, and `Matrix.det_mul` splits $\det(LK)$.

In `lippmann_schwinger`, the step `h` writes $L$ as $LKK^{-1}$ and expands $LK$. The step `key` moves the subtracted term to the other side, which gives the channel-space equation. The final `calc` block places this equation between the projectors and regroups the products into $V$, $G$ and $T$.

`tMatrix_unique_solution` first obtains `hu`, the invertibility of $1-VG$, from the product of the two determinants. The call `hu.mul_left_cancel` then reduces $X=T$ to the statement that $1-VG$ sends both matrices to the same result, and that result is $V$ in each case. The reverse implication is the equation for $T$ itself.

In `solvable_iff_secular_invertible`, `noncomm_ring` verifies the expansion of $(1-VG)(1+XG)$ without commuting any matrices. `Matrix.isUnit_det_of_right_inverse` turns the right inverse into an invertible determinant, from which the factor $\det K$ is extracted. For the other direction, $T$ is the required solution.

`homogeneous_solution_iff` uses `Matrix.exists_mulVec_eq_zero_iff`, the fact that a square matrix annihilates a nonzero vector exactly when its determinant is zero.

The last two proofs use `linear_combination`, which takes a combination of known equations and leaves the remaining identity to `noncomm_ring`. For the Dyson equation the combination is `G * hT * G`. For the optical identity, `hT` is the equation for $T$ and `hT'` its adjoint. They are combined as `hT - hT'`, plus $T^\dagger G^\dagger$ times `hT`, minus `hT'` times $GT$. All terms containing $V$ cancel, which is the elimination carried out above in a different order.

## Exact algebra, with no bound on numerical error

The theorems hold in exact complex arithmetic. They give no condition number or rounding error, and a code can lose accuracy when $K$ is invertible but nearly singular. A small determinant alone is a poor measure of this, because it changes when the channels are rescaled.

The invertibility of $L$ is an assumption about the input. A strength matrix with a zero eigenvalue doesn't satisfy it, even though $V$ is still well defined. The matrix $K$ depends on the propagator, so its invertibility at one energy does not by itself guarantee it at another.

The matrix $G$ is given and not derived from a Hamiltonian. If $G=(E-H_0)^{-1}$ with $E$ outside the spectrum of a finite matrix $H_0$, then $\psi=GV\psi$ is equivalent to $(H_0+V)\psi=E\psi$, and zeros of $\det K$ mark eigenvalues of $H_0+V$; this spectral reading is an addition to the theorem about $\psi$.

The finite setting also limits what the familiar names mean here. `lippmann_schwinger` involves neither a continuum of scattering states nor a limit towards the real energy axis. `optical_theorem` is a relation between matrices, and it says nothing about a total cross-section until on-shell states and their normalisation have been supplied. Truncation of the basis and the quality of the separable potential are likewise separate questions.
